# The largest error in ln k from a two-point Arrhenius extrapolation

A reaction that is too slow to simulate at 300 K may happen often enough at 800 K and 1000 K for its rate constant k to be measured there. A straight line through the two values of ln k, plotted against inverse temperature b = 1/T, then gives an estimate at 300 K. How far can errors in the two simulated values move that estimate?

Let the data be taken at b1 < b2, each value of ln k lying within eps ≥ 0 of its true value. For a rate that follows the Arrhenius law, the largest possible error of ln k at b is

eps (|b − b1| + |b − b2|)/(b2 − b1).

## From two data errors to one extrapolated error

The Arrhenius law k = A exp(−θb), with constant prefactor A > 0 and activation temperature θ (activation energy divided by the gas constant), gives ln k = ln A − θb. The line through values y1 at b1 and y2 at b2 is

L(b) = y1 + (y2 − y1)(b − b1)/(b2 − b1).

For exact data its slope is −θ, so L(b) = ln A − θb1 − θ(b − b1) = ln A − θb. Only data errors remain.

Replace y1, y2 by z1, z2 and write d1 = z1 − y1, d2 = z2 − y2. The line at b shifts by

d1 + (d2 − d1)(b − b1)/(b2 − b1) = [(b2 − b)d1 + (b − b1)d2]/(b2 − b1).

Since |d1| ≤ eps and |d2| ≤ eps, the triangle inequality gives the stated bound. Equality holds when d1 and d2 have size eps and the signs of b2 − b and b − b1. Beyond b2 these signs are opposite: the worst errors tilt the line.

Between the data points the two distances add up to b2 − b1, and the factor multiplying eps is 1. For b > b2 it is 1 + 2(b − b2)/(b2 − b1), and for b < b1 it is 1 + 2(b1 − b)/(b2 − b1), both greater than 1.

For temperatures T ≤ T2 < T1, insert

b − b1 = (T1 − T)/(T T1), b − b2 = (T2 − T)/(T T2), b2 − b1 = (T1 − T2)/(T1 T2)

and multiply numerator and denominator by T T1 T2. The factor becomes

[T2(T1 − T) + T1(T2 − T)]/[T(T1 − T2)].

In the limiting case T = T2 it equals 1. For 1000 K, 800 K and 300 K it is (560000 + 500000)/60000 = 53/3. An error of 0.1 in each ln k can thus change the extrapolated k by a factor of exp(5.3/3), nearly 6.

## The line and its errors in Lean

All quantities are real numbers, with temperatures in kelvin and k in a fixed unit.

```lean
import Mathlib

open Real

namespace ArrheniusExtrapolation

noncomputable section
```

`rate` is the Arrhenius law as a function of b.

```lean
/-- The Arrhenius rate `A exp(-θ b)` at inverse temperature `b`, with prefactor `A` and
activation energy `θ` in units of temperature. -/
def rate (A θ b : ℝ) : ℝ := A * exp (-θ * b)
```

`extrapolate` is L(b), with the data values as arguments.

```lean
/-- The value at `b` of the straight line through `(b1, y1)` and `(b2, y2)`, for `b1 ≠ b2`. -/
def extrapolate (b1 b2 y1 y2 b : ℝ) : ℝ := y1 + (y2 - y1) / (b2 - b1) * (b - b1)
```

`amplification` is the geometric factor, which contains neither the data nor eps.

```lean
/-- The error amplification factor at `b` for data taken at `b1 < b2`. -/
def amplification (b1 b2 b : ℝ) : ℝ := (|b - b1| + |b - b2|) / (b2 - b1)
```

`propagatedErrors` collects the absolute errors at b from all admissible pairs z1, z2. Here eps is the largest size allowed for each error, not a standard deviation, and the two errors may take any signs.

```lean
/-- All absolute errors at `b` that arise when the true values `y1`, `y2` at `b1 ≠ b2` are
replaced by data `z1`, `z2`, each wrong by at most `eps`. -/
def propagatedErrors (b1 b2 y1 y2 eps b : ℝ) : Set ℝ :=
  {e | ∃ z1 z2, |z1 - y1| ≤ eps ∧ |z2 - y2| ≤ eps ∧
    e = |extrapolate b1 b2 z1 z2 b - extrapolate b1 b2 y1 y2 b|}
```

## Exact data and the error formula

The first theorem recovers the rate itself. In its proof, `hlog` takes the logarithm of the Arrhenius law and `hline` evaluates the line.

```lean
/-- For an Arrhenius rate with positive prefactor, linear extrapolation of the exact `ln k`
from two different inverse temperatures gives the exact rate at every `b`. -/
theorem extrapolate_arrhenius {A b1 b2 : ℝ} (θ b : ℝ) (hA : 0 < A) (hb : b1 ≠ b2) :
    exp (extrapolate b1 b2 (log (rate A θ b1)) (log (rate A θ b2)) b) = rate A θ b := by
  have hne : b2 - b1 ≠ 0 := sub_ne_zero.2 hb.symm
  have hpos : 0 < rate A θ b := mul_pos hA (exp_pos _)
  -- the logarithm of the rate is a straight line in `b`
  have hlog : ∀ x, log (rate A θ x) = log A - θ * x := by
    intro x
    unfold rate
    rw [log_mul hA.ne' (exp_ne_zero _), log_exp]
    ring
  have hline : extrapolate b1 b2 (log A - θ * b1) (log A - θ * b2) b = log A - θ * b := by
    unfold extrapolate
    rw [show log A - θ * b2 - (log A - θ * b1) = -θ * (b2 - b1) by ring,
      mul_div_cancel_right₀ _ hne]
    ring
  rw [hlog b1, hlog b2, hline, ← hlog b, exp_log hpos]
```

The next identity is the weighted sum of d1 and d2, obtained by clearing the denominator. It holds for any real values y1 and y2.

```lean
/-- For `b1 ≠ b2`, the shift of the extrapolated value at `b` is a linear combination of the changes
in the two data values. -/
theorem error_propagation {b1 b2 : ℝ} (hb : b1 ≠ b2) (y1 y2 z1 z2 b : ℝ) :
    extrapolate b1 b2 z1 z2 b - extrapolate b1 b2 y1 y2 b
      = ((b2 - b) * (z1 - y1) + (b - b1) * (z2 - y2)) / (b2 - b1) := by
  have hne : b2 - b1 ≠ 0 := sub_ne_zero.2 hb.symm
  unfold extrapolate
  field_simp
  ring
```

## The bound and its attainment

`IsGreatest` says that a number belongs to the set and that no element exceeds it. For membership, `hsign` supplies an error of size eps whose sign matches a given weight. For the upper bound, the `calc` block carries out the triangle inequality.

```lean
/-- For data at `b1 < b2`, each wrong by at most `eps ≥ 0`, the largest shift that these errors
cause in the extrapolated value at `b` is the amplification factor times `eps`, and it is attained.
-/
theorem isGreatest_propagatedErrors {b1 b2 eps : ℝ} (hb : b1 < b2) (heps : 0 ≤ eps)
    (y1 y2 b : ℝ) :
    IsGreatest (propagatedErrors b1 b2 y1 y2 eps b) (amplification b1 b2 b * eps) := by
  have hD : 0 < b2 - b1 := sub_pos.2 hb
  constructor
  · -- a data error of size `eps` whose sign matches its weight `x`
    have hsign : ∀ x : ℝ, ∃ s : ℝ, |s| ≤ eps ∧ x * s = |x| * eps := by
      intro x
      rcases le_total 0 x with h | h
      · exact ⟨eps, (abs_of_nonneg heps).le, by rw [abs_of_nonneg h]⟩
      · exact ⟨-eps, by simp [abs_of_nonneg heps], by rw [abs_of_nonpos h]; ring⟩
    obtain ⟨s1, hs1, h1⟩ := hsign (b2 - b)
    obtain ⟨s2, hs2, h2⟩ := hsign (b - b1)
    refine ⟨y1 + s1, y2 + s2, by simpa using hs1, by simpa using hs2, ?_⟩
    rw [error_propagation hb.ne, add_sub_cancel_left, add_sub_cancel_left, h1, h2,
      abs_of_nonneg (by positivity), abs_sub_comm b2 b]
    unfold amplification
    ring
  · -- the triangle inequality bounds every admissible error
    rintro e ⟨z1, z2, h1, h2, rfl⟩
    rw [error_propagation hb.ne, abs_div, abs_of_pos hD]
    unfold amplification
    rw [div_mul_eq_mul_div]
    refine div_le_div_of_nonneg_right ?_ hD.le
    calc |(b2 - b) * (z1 - y1) + (b - b1) * (z2 - y2)|
        ≤ |(b2 - b) * (z1 - y1)| + |(b - b1) * (z2 - y2)| := abs_add_le _ _
      _ = |b2 - b| * |z1 - y1| + |b - b1| * |z2 - y2| := by rw [abs_mul, abs_mul]
      _ ≤ |b2 - b| * eps + |b - b1| * eps := by gcongr
      _ = (|b - b1| + |b - b2|) * eps := by rw [abs_sub_comm b2 b]; ring
```

The error is measured from the line through the true values. That line gives the true ln k at b if one Arrhenius law holds over the whole temperature range; tunnelling or a change of mechanism can add an error of its own.

## When the factor exceeds one

The proof resolves the absolute values according to the position of b.

```lean
/-- For data at `b1 < b2`, the amplification factor exceeds one exactly when `b` lies outside
the interval from `b1` to `b2`. -/
theorem one_lt_amplification_iff {b1 b2 : ℝ} (hb : b1 < b2) (b : ℝ) :
    1 < amplification b1 b2 b ↔ b < b1 ∨ b2 < b := by
  unfold amplification
  rw [lt_div_iff₀ (sub_pos.2 hb), one_mul]
  constructor
  · intro h
    by_contra hc
    rw [not_or, not_lt, not_lt] at hc
    rw [abs_of_nonneg (sub_nonneg.2 hc.1), abs_of_nonpos (sub_nonpos.2 hc.2)] at h
    linarith
  · rintro (h | h)
    · rw [abs_of_neg (by linarith), abs_of_neg (by linarith)]
      linarith
    · rw [abs_of_pos (by linarith), abs_of_pos (by linarith)]
      linarith
```

## The factor in temperatures

`hdiff` puts each difference of inverse temperatures over a common denominator. The ordering of the temperatures fixes the signs.

```lean
/-- The amplification factor in terms of temperatures, for simulations at `T1 > T2` and a
positive target temperature `T` not above `T2`. -/
theorem amplification_temperature {T T1 T2 : ℝ} (hT : 0 < T) (h2 : T ≤ T2) (h1 : T2 < T1) :
    amplification (1 / T1) (1 / T2) (1 / T)
      = (T2 * (T1 - T) + T1 * (T2 - T)) / (T * (T1 - T2)) := by
  have hT2 : 0 < T2 := hT.trans_le h2
  have hT1 : 0 < T1 := hT2.trans h1
  have hne : T1 - T2 ≠ 0 := (sub_pos.2 h1).ne'
  -- a difference of inverse temperatures over a common denominator
  have hdiff : ∀ x y : ℝ, 0 < x → 0 < y → 1 / x - 1 / y = (y - x) / (x * y) := by
    intro x y hx hy
    rw [div_sub_div _ _ hx.ne' hy.ne']
    ring
  unfold amplification
  rw [abs_of_nonneg (sub_nonneg.2 (one_div_le_one_div_of_le hT (h2.trans h1.le))),
    abs_of_nonneg (sub_nonneg.2 (one_div_le_one_div_of_le hT h2)),
    hdiff T T1 hT hT1, hdiff T T2 hT hT2, hdiff T2 T1 hT2 hT1]
  field_simp
```

The last theorem evaluates this formula and applies the general result. Under a single Arrhenius law, it gives the worst-case error of ln k at 300 K for a line through values simulated at 1000 K and 800 K.

```lean
/-- With simulations at 1000 K and 800 K, each value of `ln k` wrong by at most `eps ≥ 0`, the
largest shift that these errors cause in the linearly extrapolated `ln k` at 300 K is exactly `53/3`
times `eps`. -/
theorem largest_error_300K {eps : ℝ} (heps : 0 ≤ eps) (y1 y2 : ℝ) :
    IsGreatest (propagatedErrors (1 / 1000) (1 / 800) y1 y2 eps (1 / 300)) (53 / 3 * eps) := by
  have hamp : amplification (1 / 1000) (1 / 800) (1 / 300) = 53 / 3 := by
    rw [amplification_temperature (by norm_num) (by norm_num) (by norm_num)]
    norm_num
  rw [← hamp]
  exact isGreatest_propagatedErrors (by norm_num) heps y1 y2 (1 / 300)

end

end ArrheniusExtrapolation
```

```lean
#print axioms ArrheniusExtrapolation.extrapolate_arrhenius
#print axioms ArrheniusExtrapolation.one_lt_amplification_iff
#print axioms ArrheniusExtrapolation.largest_error_300K
```

```
'ArrheniusExtrapolation.extrapolate_arrhenius' depends on axioms: [propext, Classical.choice, Quot.sound]
'ArrheniusExtrapolation.one_lt_amplification_iff' depends on axioms: [propext, Classical.choice, Quot.sound]
'ArrheniusExtrapolation.largest_error_300K' depends on axioms: [propext, Classical.choice, Quot.sound]
```
